# Particle-hole reflection of the grand partition function about μ = U/2

Suppose a small Hubbard cluster is scanned over the chemical potential μ, and its electron-doped and hole-doped sides are computed separately. Without a relation between the two sides, the work is done twice, and a difference between them may be physical or may be a mistake in the code. For a finite cluster whose Hamiltonian transforms suitably under particle-hole exchange, such a relation exists. It gives one side from the other and provides an exact test of a numerical diagonalisation.

## From the transformed Hamiltonian to the reflected trace

Let H be the Hamiltonian and N the electron number, both matrices over a finite basis. Let β be the inverse temperature, and write

Z(μ) = tr exp(−β(H − μN)).

Let L be the number of sites, so that a full cluster holds 2L electrons, and let U be the on-site repulsion. Assume that an invertible matrix W satisfies

W N W⁻¹ = 2L − N,
W H W⁻¹ = H + U(L − N),

where a number stands for that multiple of the identity. The first relation says that W turns electrons into holes. The second is how a Hubbard Hamiltonian transforms when its hopping is real and connects only opposite sublattices. With a sign change on one sublattice, the hopping is unchanged, while the repulsion becomes

U Σ (1 − n↑)(1 − n↓) = U Σ n↑n↓ + U(L − N),

with the sum taken over sites and n↑, n↓ the occupations of a site.

The claim is

Z(μ) = exp(Lβ(2μ − U)) Z(U − μ).

To derive it, conjugate the operator in the exponent:

W(H − μN)W⁻¹ = H + U(L − N) − μ(2L − N)
= H − (U − μ)N − L(2μ − U).

Multiplication by −β gives

−β W(H − μN)W⁻¹ = Lβ(2μ − U) − β(H − (U − μ)N).

The first term on the right is a number. It commutes with the rest, so its exponential factors out. Conjugation also passes through the exponential, because (WXW⁻¹)ᵏ = WXᵏW⁻¹ in every term of the power series. Hence

W exp(−β(H − μN)) W⁻¹ = exp(Lβ(2μ − U)) exp(−β(H − (U − μ)N)).

The trace of the left side is Z(μ) by cyclicity, and the trace of the right side is the claimed expression. No step requires H and N to commute.

If H is itself invariant under W, the same calculation with U = 0 in the second relation gives

Z(μ) = exp(2Lβμ) Z(−μ).

This case includes the Hubbard model with its repulsion written as U Σ (n↑ − 1/2)(n↓ − 1/2), for the same kind of hopping. The repulsion is then still present in H, but the reflection point has moved to μ = 0.

## Gibbs operator, partition function and grand potential in Lean

The basis is indexed by an arbitrary finite type `n`, and operators are complex matrices over it.

```lean
import Mathlib

open Matrix

namespace GrandPartitionReflection

noncomputable section

variable {n : Type*} [Fintype n] [DecidableEq n]
```

The operator `gibbs` is not divided by its trace. Its parameters β and μ are complex, which leaves room for zeros of Z away from the real axis.

```lean
/-- The unnormalised grand canonical Gibbs operator `exp(-β(H - μN))`. -/
def gibbs (β μ : ℂ) (H N : Matrix n n ℂ) : Matrix n n ℂ :=
  NormedSpace.exp ((-β) • (H - μ • N))

/-- The grand partition function `Z(μ) = trace exp(-β(H - μN))`. -/
def partitionFn (β μ : ℂ) (H N : Matrix n n ℂ) : ℂ :=
  trace (gibbs β μ H N)
```

The grand potential is restricted to real β and μ. It uses the modulus of Z because the matrices are not required to be Hermitian. For Hermitian H and N on a nonempty basis, Z is positive at real parameters and the definition is the usual −log Z / β.

```lean
/-- The grand potential `-log|Z(μ)| / β` at real inverse temperature and chemical potential. -/
def grandPotential (β μ : ℝ) (H N : Matrix n n ℂ) : ℝ :=
  -Real.log ‖partitionFn (β : ℂ) (μ : ℂ) H N‖ / β
```

## The scalar shift and the conjugated Gibbs operator

The first lemma factors a number out of the matrix exponential. A multiple of the identity is diagonal, so its exponential is found entry by entry. Since it commutes with X, the exponential of the sum is the product of the exponentials.

```lean
/-- A constant added to the exponent multiplies the matrix exponential by a number. -/
theorem exp_scalar_add (c : ℂ) (X : Matrix n n ℂ) :
    NormedSpace.exp (c • (1 : Matrix n n ℂ) + X) = Complex.exp c • NormedSpace.exp X := by
  have hc : NormedSpace.exp (c • (1 : Matrix n n ℂ)) =
      Complex.exp c • (1 : Matrix n n ℂ) := by
    rw [Matrix.smul_one_eq_diagonal, Matrix.exp_diagonal, Matrix.smul_one_eq_diagonal]
    congr 1
    funext i
    first
      | rw [Pi.exp_apply, Complex.exp_eq_exp_ℂ]
      | rw [Pi.coe_exp, Complex.exp_eq_exp_ℂ]
  have hcomm : Commute (c • (1 : Matrix n n ℂ)) X := (Commute.one_left X).smul_left c
  rw [Matrix.exp_add_of_commute _ _ hcomm, hc, smul_mul_assoc, one_mul]
```

The next theorem is the operator identity derived above. The hypothesis `hW` says that W is invertible; it need not be unitary. The hypotheses `hH` and `hN` are the two transformation rules, assumed here for general matrices and not derived from a lattice. Both `L` and `U` may be any complex numbers, so their reading as site number and repulsion belongs to the application.

In the proof, `Matrix.exp_conj` moves the conjugation into the exponent, and `exp_scalar_add`, used from right to left, absorbs the prefactor there. It remains to compare two exponents. The step `h` distributes the conjugation over H and N, the hypotheses are substituted, and `module` collects the coefficients as in the calculation by hand.

```lean
/-- The particle-hole transformation carries the Gibbs operator at `μ` to a multiple of the
Gibbs operator at `U - μ`. -/
theorem gibbs_conj {H N W : Matrix n n ℂ} {L U : ℂ} (hW : IsUnit W)
    (hH : W * H * W⁻¹ = H + U • (L • (1 : Matrix n n ℂ) - N))
    (hN : W * N * W⁻¹ = (2 * L) • (1 : Matrix n n ℂ) - N) (β μ : ℂ) :
    W * gibbs β μ H N * W⁻¹ =
      Complex.exp (L * β * (2 * μ - U)) • gibbs β (U - μ) H N := by
  unfold gibbs
  rw [← Matrix.exp_conj W _ hW, ← exp_scalar_add]
  congr 1
  -- conjugation acts separately on the Hamiltonian and on the particle number
  have h : W * ((-β) • (H - μ • N)) * W⁻¹ =
      (-β) • (W * H * W⁻¹ - μ • (W * N * W⁻¹)) := by
    simp only [mul_smul_comm, smul_mul_assoc, mul_sub, sub_mul]
  rw [h, hH, hN]
  module
```

## Observables and the doping relation

Including an observable A gives a stronger statement than the one for Z alone:

tr(A exp(−β(H − μN))) = exp(Lβ(2μ − U)) tr(WAW⁻¹ exp(−β(H − (U − μ)N))).

The proof inserts W⁻¹W = 1 between A and the Gibbs operator (`hprod`), removes the outer conjugation by cyclicity (`htr`), and applies `gibbs_conj`.

```lean
/-- The Gibbs-weighted trace of an observable `A` at `μ` equals, up to an explicit factor, that of
the transformed observable `W A W⁻¹` at `U - μ`. -/
theorem observable_reflection {H N W : Matrix n n ℂ} {L U : ℂ} (hW : IsUnit W)
    (hH : W * H * W⁻¹ = H + U • (L • (1 : Matrix n n ℂ) - N))
    (hN : W * N * W⁻¹ = (2 * L) • (1 : Matrix n n ℂ) - N) (β μ : ℂ) (A : Matrix n n ℂ) :
    trace (A * gibbs β μ H N) = Complex.exp (L * β * (2 * μ - U)) *
      trace (W * A * W⁻¹ * gibbs β (U - μ) H N) := by
  have hinv : W⁻¹ * W = 1 :=
    Matrix.nonsing_inv_mul W ((Matrix.isUnit_iff_isUnit_det W).mp hW)
  have hprod : W * A * W⁻¹ * (W * gibbs β μ H N * W⁻¹) =
      W * (A * gibbs β μ H N) * W⁻¹ := by
    calc W * A * W⁻¹ * (W * gibbs β μ H N * W⁻¹)
        = W * A * (W⁻¹ * W) * gibbs β μ H N * W⁻¹ := by simp only [mul_assoc]
      _ = W * (A * gibbs β μ H N) * W⁻¹ := by
          rw [hinv, mul_one]
          simp only [mul_assoc]
  -- the trace does not see the conjugation by `W`
  have htr : trace (W * (A * gibbs β μ H N) * W⁻¹) = trace (A * gibbs β μ H N) := by
    rw [Matrix.trace_mul_comm, ← mul_assoc, hinv, one_mul]
  rw [← htr, ← hprod, gibbs_conj hW hH hN, mul_smul_comm, Matrix.trace_smul, smul_eq_mul]
```

Setting A = 1 makes WAW⁻¹ the identity and yields the reflection of the partition function.

```lean
/-- Reflection of the grand partition function about `μ = U/2`:
`Z(μ) = exp(Lβ(2μ - U)) Z(U - μ)`. -/
theorem partitionFn_reflection {H N W : Matrix n n ℂ} {L U : ℂ} (hW : IsUnit W)
    (hH : W * H * W⁻¹ = H + U • (L • (1 : Matrix n n ℂ) - N))
    (hN : W * N * W⁻¹ = (2 * L) • (1 : Matrix n n ℂ) - N) (β μ : ℂ) :
    partitionFn β μ H N =
      Complex.exp (L * β * (2 * μ - U)) * partitionFn β (U - μ) H N := by
  have hinv : W * W⁻¹ = 1 :=
    Matrix.mul_nonsing_inv W ((Matrix.isUnit_iff_isUnit_det W).mp hW)
  have h := observable_reflection hW hH hN β μ 1
  rw [mul_one, hinv, one_mul, one_mul] at h
  exact h
```

Thermal averages are the traces of `observable_reflection` divided by Z. Where Z(μ) ≠ 0, the exponential prefactor cancels in the quotient, leaving

⟨A⟩ at μ = ⟨WAW⁻¹⟩ at U − μ.

For A = N this becomes

(⟨N⟩ at μ) − L = L − (⟨N⟩ at U − μ).

An excess of electrons over half filling at μ is therefore an equal deficit at U − μ, and the cluster is half filled on average at μ = U/2. These averages are a short consequence drawn here in prose; the Lean theorem concerns the undivided traces.

## Invariant Hamiltonians, complex zeros and grand potentials

For an invariant Hamiltonian, the proof rewrites `hH` as the general rule with U = 0 and simplifies the exponent.

```lean
/-- For a Hamiltonian invariant under the particle-hole transformation,
`Z(μ) = exp(2Lβμ) Z(-μ)`. -/
theorem partitionFn_reflection_symmetric {H N W : Matrix n n ℂ} {L : ℂ} (hW : IsUnit W)
    (hH : W * H * W⁻¹ = H)
    (hN : W * N * W⁻¹ = (2 * L) • (1 : Matrix n n ℂ) - N) (β μ : ℂ) :
    partitionFn β μ H N = Complex.exp (2 * L * β * μ) * partitionFn β (-μ) H N := by
  have hH' : W * H * W⁻¹ = H + (0 : ℂ) • (L • (1 : Matrix n n ℂ) - N) := by
    rw [hH, zero_smul, add_zero]
  have h := partitionFn_reflection hW hH' hN β μ
  rw [zero_sub, show L * β * (2 * μ - 0) = 2 * L * β * μ by ring] at h
  exact h
```

An exponential never vanishes, so at fixed β the zeros of Z in the complex μ plane are exchanged in pairs by μ ↦ U − μ, with μ = U/2 as the fixed point.

```lean
/-- The zeros of the grand partition function in the complex `μ` plane are mapped to one another
by `μ ↦ U - μ`. -/
theorem partitionFn_zeros {H N W : Matrix n n ℂ} {L U : ℂ} (hW : IsUnit W)
    (hH : W * H * W⁻¹ = H + U • (L • (1 : Matrix n n ℂ) - N))
    (hN : W * N * W⁻¹ = (2 * L) • (1 : Matrix n n ℂ) - N) (β μ : ℂ) :
    partitionFn β μ H N = 0 ↔ partitionFn β (U - μ) H N = 0 := by
  rw [partitionFn_reflection hW hH hN β μ, mul_eq_zero]
  exact or_iff_right (Complex.exp_ne_zero _)
```

For real parameters, taking the logarithm of the reflection and dividing by −β gives, with Ω the grand potential,

Ω(μ) = Ω(U − μ) − L(2μ − U).

The difference does not depend on temperature. The theorem requires β ≠ 0 and Z(U − μ) ≠ 0; the second condition holds automatically in the Hermitian case on a nonempty basis. In the proof, `hexp` identifies the modulus of the prefactor with a real exponential, and `Real.log_mul` separates the two factors.

```lean
/-- The grand potentials at `μ` and `U - μ` differ by `L(2μ - U)`, independently of
temperature. -/
theorem grandPotential_reflection {H N W : Matrix n n ℂ} {L U : ℝ} (hW : IsUnit W)
    (hH : W * H * W⁻¹ = H + (U : ℂ) • ((L : ℂ) • (1 : Matrix n n ℂ) - N))
    (hN : W * N * W⁻¹ = (2 * (L : ℂ)) • (1 : Matrix n n ℂ) - N) {β : ℝ} (hβ : β ≠ 0) (μ : ℝ)
    (hZ : partitionFn (β : ℂ) ((U - μ : ℝ) : ℂ) H N ≠ 0) :
    grandPotential β μ H N = grandPotential β (U - μ) H N - L * (2 * μ - U) := by
  have hexp : ‖Complex.exp ((L : ℂ) * β * (2 * μ - U))‖ =
      Real.exp (L * β * (2 * μ - U)) := by
    have e : (L : ℂ) * β * (2 * μ - U) = ((L * β * (2 * μ - U) : ℝ) : ℂ) := by
      push_cast
      ring
    rw [e, Complex.norm_exp, Complex.ofReal_re]
  unfold grandPotential
  rw [partitionFn_reflection hW hH hN (β : ℂ) (μ : ℂ), ← Complex.ofReal_sub, norm_mul, hexp,
    Real.log_mul (Real.exp_ne_zero _) (norm_ne_zero_iff.mpr hZ), Real.log_exp]
  field_simp
  ring
```

## A Hubbard atom in a transverse field

The assumed relations can be checked explicitly on one site. The basis is ordered as empty, up, down and doubly occupied. The double occupancy costs U, and the field h mixes the two singly occupied states.

```lean
/-- Hubbard atom in the basis empty, up, down, doubly occupied, with repulsion `U` and a
transverse field `h` that flips the spin. -/
def atomH (U h : ℝ) : Matrix (Fin 4) (Fin 4) ℂ :=
  !![0, 0, 0, 0; 0, 0, (h : ℂ), 0; 0, (h : ℂ), 0, 0; 0, 0, 0, (U : ℂ)]

/-- Electron number of the Hubbard atom. -/
def atomN : Matrix (Fin 4) (Fin 4) ℂ :=
  !![0, 0, 0, 0; 0, 1, 0, 0; 0, 0, 1, 0; 0, 0, 0, 2]
```

The matrix `atomW` exchanges empty with doubly occupied and up with down.

```lean
/-- The exchange of empty with doubly occupied and of up with down. -/
def atomW : Matrix (Fin 4) (Fin 4) ℂ :=
  !![0, 0, 0, 1; 0, 0, 1, 0; 0, 1, 0, 0; 1, 0, 0, 0]
```

Under this exchange the electron numbers 0, 1, 1, 2 become 2, 1, 1, 0, which is 2 − N. The interaction energies 0, 0, 0, U become U, 0, 0, 0, which is the original diagonal plus U(1 − N). The field term is unchanged, since it is symmetric between up and down. Both rules thus hold with L = 1, for all real U and h.

The Lean proof first shows that `atomW` squares to the identity, so that it is its own inverse, and then compares the matrices entry by entry. With these facts as hypotheses, `partitionFn_reflection` applies to the atom. For a larger cluster, the corresponding W has to be supplied and its two relations verified.

```lean
/-- The Hubbard atom in a transverse field satisfies the particle-hole relations with `L = 1`. -/
theorem hubbard_atom_witness (U h : ℝ) :
    IsUnit atomW ∧
    atomW * atomH U h * atomW⁻¹ =
      atomH U h + (U : ℂ) • ((1 : ℂ) • (1 : Matrix (Fin 4) (Fin 4) ℂ) - atomN) ∧
    atomW * atomN * atomW⁻¹ =
      (2 * (1 : ℂ)) • (1 : Matrix (Fin 4) (Fin 4) ℂ) - atomN := by
  -- the exchange is its own inverse
  have hsq : atomW * atomW = 1 := by
    ext i j
    fin_cases i <;> fin_cases j <;> simp [atomW, Matrix.mul_apply, Fin.sum_univ_succ]
  have hinv : atomW⁻¹ = atomW := Matrix.inv_eq_right_inv hsq
  refine ⟨⟨⟨atomW, atomW, hsq, hsq⟩, rfl⟩, ?_, ?_⟩
  · rw [hinv]
    ext i j
    fin_cases i <;> fin_cases j <;>
      simp [atomW, atomH, atomN, Matrix.mul_apply, Fin.sum_univ_succ]
    ring
  · rw [hinv]
    ext i j
    fin_cases i <;> fin_cases j <;>
      simp [atomW, atomN, Matrix.mul_apply, Fin.sum_univ_succ] <;> ring

end

end GrandPartitionReflection
```

```lean
#print axioms GrandPartitionReflection.partitionFn_reflection
#print axioms GrandPartitionReflection.partitionFn_reflection_symmetric
#print axioms GrandPartitionReflection.partitionFn_zeros
#print axioms GrandPartitionReflection.grandPotential_reflection
```

```
'GrandPartitionReflection.partitionFn_reflection' depends on axioms: [propext, Classical.choice, Quot.sound]
'GrandPartitionReflection.partitionFn_reflection_symmetric' depends on axioms: [propext, Classical.choice, Quot.sound]
'GrandPartitionReflection.partitionFn_zeros' depends on axioms: [propext, Classical.choice, Quot.sound]
'GrandPartitionReflection.grandPotential_reflection' depends on axioms: [propext, Classical.choice, Quot.sound]
```
